# An involution of a finite set moves twice as many points as have a smaller label than their partner

The lemma is a piece of pure counting, with no physical model in its statement. A finite set `X` carries a map `σ` that is its own inverse, and an injective function `e` gives its points distinct natural numbers as labels. The claim is that the number of points with `σ x ≠ x` is twice the number with `e x < e (σ x)`. The attempt first shows, by reindexing a sum along `σ`, that as many points have a larger label than their partner as have a smaller one, and then writes the counts as sums of zeros and ones and compares them point by point.

The failing Lean file:

```lean
import Mathlib

open Module

namespace DoubleGroupSpinors

noncomputable section

/-- When the points of a finite set carry distinct natural numbers as labels, the points moved by an
involution of the set are twice as many as those whose label is smaller than the label of their
partner. -/
theorem card_moved {X : Type*} [Finite X] (σ : X → X) (hσ : ∀ x, σ (σ x) = x)
    (e : X → ℕ) (he : Function.Injective e) :
    Nat.card {x // σ x ≠ x} = 2 * Nat.card {x // e x < e (σ x)} := by
  classical
  haveI := Fintype.ofFinite X
  have h1 : ∑ x, (if e (σ x) < e x then 1 else 0 : ℕ)
      = ∑ x, (if e x < e (σ x) then 1 else 0 : ℕ) := by
    rw [← Equiv.sum_comp (Function.Involutive.toPerm σ hσ)]
    refine Finset.sum_congr rfl fun x _ => ?_
    simp [hσ]
  simp only [Nat.card_eq_fintype_card, Fintype.card_subtype, Finset.card_filter]
  rw [two_mul]
  nth_rewrite 2 [← h1]
  rw [← Finset.sum_add_distrib]
  refine Finset.sum_congr rfl fun x _ => ?_
  rcases lt_trichotomy (e x) (e (σ x)) with h | h | h
  · have hne : σ x ≠ x := fun h' => by simp [h'] at h
    simp [h, hne, not_lt_of_gt h]
  · have hx : σ x = x := (he h).symm
    simp [hx]
  · have hne : σ x ≠ x := fun h' => by simp [h'] at h
    simp [h, hne, not_lt_of_gt h]

end

end DoubleGroupSpinors
```

The error:

```
Main.lean:16:2: warning: Try this: 
  haveI̵

The goal is a proposition, so `have` is preferred over `haveI`.
The difference between `have` and `haveI` is that `haveI` inlines the value.
But this is not relevant for proofs because of proof irrelevance.

Note: This linter can be disabled with `set_option linter.style.haveILetI false`
Main.lean:21:4: error: `simp` made no progress
```

This version goes through:

```diff
@@ -14,10 +14,13 @@
     Nat.card {x // σ x ≠ x} = 2 * Nat.card {x // e x < e (σ x)} := by
   classical
-  haveI := Fintype.ofFinite X
+  have := Fintype.ofFinite X
   have h1 : ∑ x, (if e (σ x) < e x then 1 else 0 : ℕ)
       = ∑ x, (if e x < e (σ x) then 1 else 0 : ℕ) := by
-    rw [← Equiv.sum_comp (Function.Involutive.toPerm σ hσ)]
-    refine Finset.sum_congr rfl fun x _ => ?_
-    simp [hσ]
+    have h := Equiv.sum_comp (Function.Involutive.toPerm σ hσ)
+      (fun x => (if e (σ x) < e x then 1 else 0 : ℕ))
+    refine h.symm.trans (Finset.sum_congr rfl fun x _ => ?_)
+    change (if e (σ (σ x)) < e (σ x) then 1 else 0 : ℕ)
+      = (if e x < e (σ x) then 1 else 0 : ℕ)
+    rw [hσ x]
   simp only [Nat.card_eq_fintype_card, Fintype.card_subtype, Finset.card_filter]
   rw [two_mul]
```

The error falls in the proof of `h1`, at `simp [hσ]`. The reindexing has put `Function.Involutive.toPerm σ hσ` applied to `x` where the proof needs `σ x`. The two are equal by definition, but `hσ` rewrites only a visible `σ (σ x)`, and "`simp` made no progress" means that `simp` did not turn the permutation back into `σ`. The message does not say why no simplification lemma did this.

The cure is the `change` line, which restates the goal with `σ` in place of the permutation. Lean accepts it because the two forms agree by definition, and `rw [hσ x]` then replaces `σ (σ x)` by `x`, which makes the two sides identical. Giving `Equiv.sum_comp` its summand explicitly and chaining with `h.symm.trans` performs the same reindexing in another form; the original `rw` had not failed.

The warning is only about style: in proving a proposition `have` is preferred to `haveI`, and that change is mere tidying.
